# Integrating the weight of two particle-hole pairs over one direction cosine

In an electron gas, take two particle-hole pairs with opposite momentum transfers of size q, much smaller than the Fermi momentum. Let x and y be the cosines of the angles between each hole's momentum and its own pair's transfer. To leading order in q, in units where ħ, the electron mass and the Fermi momentum are 1, the shells of available holes have thicknesses qx and qy, and these are also the excitation energies. The product of the thicknesses over the sum of the energies is q·xy/(x + y), and the file drops the factor q. The theorem integrates xy/(x + y) over y from 0 to 1 and states that for every real x ≥ 0 the result is x − x²(log(1 + x) − log x). The proof settles x = 0 separately: both sides are zero there, the right-hand side because of its factors of x, whatever value Lean gives log 0. For x > 0 it applies the fundamental theorem of calculus to the antiderivative xy − x² log(x + y), which requires first showing that x + y does not vanish on the interval.

In Lean, a first try:

```lean
import Mathlib

open MeasureTheory Set Filter Topology

namespace ElectronGasRingAverage

noncomputable section

/-- The weight `xy/(x+y)` of two particle-hole pairs with direction cosines `x` and `y`: the product
of the shell thicknesses over the sum of the excitation energies, with the common factor `q`
removed. -/
def pairWeight (x y : ℝ) : ℝ := x * y / (x + y)

/-- The pair weight integrated over the direction cosine of the second pair. -/
theorem integral_second_pair {x : ℝ} (hx : 0 ≤ x) :
    ∫ y in (0 : ℝ)..1, pairWeight x y =
      x - x ^ 2 * (Real.log (1 + x) - Real.log x) := by
  rcases hx.eq_or_lt with rfl | hx
  · simp [pairWeight]
  have hpos : ∀ y ∈ uIcc (0 : ℝ) 1, x + y ≠ 0 := by
    intro y hy
    rw [uIcc_of_le zero_le_one] at hy
    linarith [hy.1] |> fun h : 0 < x + y => h.ne'
  -- the antiderivative in y is x y - x² log (x + y)
  have hd : ∀ y ∈ uIcc (0 : ℝ) 1,
      HasDerivAt (fun t : ℝ => x * t - x ^ 2 * Real.log (x + t)) (pairWeight x y) y := by
    intro y hy
    have hne := hpos y hy
    have h1 := ((hasDerivAt_id' y).const_add x).log hne
    refine (((hasDerivAt_id' y).const_mul x).fun_sub (h1.const_mul (x ^ 2))).congr_deriv ?_
    unfold pairWeight
    field_simp <;> ring
  have hc : ContinuousOn (fun y => pairWeight x y) (uIcc (0 : ℝ) 1) := by
    unfold pairWeight
    exact ContinuousOn.div (by fun_prop) (by fun_prop) hpos
  refine (intervalIntegral.integral_eq_sub_of_hasDerivAt hd hc.intervalIntegrable).trans ?_
  simp only [add_zero, add_comm x 1]
  ring

end

end ElectronGasRingAverage
```

Lean reports:

```
Main.lean:23:39: error(lean.unknownIdentifier): Unknown identifier `y`
Main.lean:21:10: error: Tactic `introN` failed: There are no additional binders or `let` bindings in the goal to introduce

x : ℝ
hx✝ : 0 ≤ x
hx : 0 < x
⊢ 0 < x + sorry
```

Cause. Both errors come from the `|>` in the proof of `hpos`. Lean does not read it as part of the `linarith` step: the `by` block ends before it, and the whole block is passed as the argument to `fun h : 0 < x + y => h.ne'`. That function stands outside the block, where the `y` introduced by `intro y hy` is not in scope, hence the unknown identifier. The block itself is now asked to prove the function's argument type, `0 < x + sorry`, with `sorry` standing in for the unresolved `y`. This is not a statement about all `y`, so `intro` has nothing to introduce.

The repair keeps everything inside the block. There the goal is the original "for all" statement, `intro` works, and `y` is in scope when `have h : 0 < x + y` is proved by `linarith`. Then `exact h.ne'` gives `x + y ≠ 0`. Splitting `field_simp <;> ring` into two lines is mere tidying.

The change, after which it compiles:

```diff
@@ -21,5 +21,6 @@
     intro y hy
     rw [uIcc_of_le zero_le_one] at hy
-    linarith [hy.1] |> fun h : 0 < x + y => h.ne'
+    have h : 0 < x + y := by linarith [hy.1]
+    exact h.ne'
   -- the antiderivative in y is x y - x² log (x + y)
   have hd : ∀ y ∈ uIcc (0 : ℝ) 1,
@@ -30,5 +31,6 @@
     refine (((hasDerivAt_id' y).const_mul x).fun_sub (h1.const_mul (x ^ 2))).congr_deriv ?_
     unfold pairWeight
-    field_simp <;> ring
+    field_simp
+    ring
   have hc : ContinuousOn (fun y => pairWeight x y) (uIcc (0 : ℝ) 1) := by
     unfold pairWeight
```
